# With two or more beads, a continuous force averages to its value at the centroid in every configuration exactly when it is affine

A ring polymer represents one quantum particle at finite temperature by P classical copies, called beads, joined in a closed chain by harmonic springs. The particle here moves on a line, and the beads sit at q_0, …, q_{P−1}, with indices read cyclically. Each bead feels the full physical force F(q_j), and not F(q_j)/P, together with springs of constant κ to its two neighbours:

f_j = F(q_j) − κ (2q_j − q_{j+1} − q_{j−1}).

In the path integral κ is fixed by the particle's mass, the temperature and P; below it may be any real number. The centroid is the mean position,

q_c = (q_0 + … + q_{P−1}) / P.

Its motion is driven by the mean of the f_j. The question is when that mean can be found from q_c alone, without knowing how the beads are spread around it. A force is called affine if F(x) = a x + b with constants a and b, which includes constant forces and the zero force.

## From bead averages to an affine force

**The claim.** Let P ≥ 2 and let F be continuous on the whole line. Then

(1/P) Σ_j F(q_j) = F(q_c) for every configuration

holds if and only if F is affine. This property is called centroid closure.

The springs play no part in the mean force. Shifting the index around the ring does not change a sum, so

Σ_j (2q_j − q_{j+1} − q_{j−1}) = 2Σ_j q_j − Σ_j q_j − Σ_j q_j = 0,

and the mean of the f_j is the mean of the F(q_j).

If F(x) = a x + b, closure follows at once:

(1/P) Σ_j (a q_j + b) = a q_c + b = F(q_c).

For the converse, suppose that closure holds. Take any x and y, write M = (x + y)/2, and place one bead at x, one at y and the remaining P − 2 at M. For P = 2 there are no remaining beads. The centroid is

q_c = (2M + (P − 2)M) / P = M,

and closure, multiplied by P, reads

F(x) + F(y) + (P − 2)F(M) = P F(M).

Hence

F(x) + F(y) = 2F((x + y)/2).

Apply this equation also to the pair x + y and 0, which has the same midpoint:

F(x + y) + F(0) = 2F((x + y)/2) = F(x) + F(y).

So g(x) = F(x) − F(0) satisfies g(x + y) = g(x) + g(y). Repeated addition gives g(nx) = n g(x) for whole numbers n, and g(−x) = −g(x). Therefore g(r) = r g(1) for every rational r. Rationals come arbitrarily close to any real x, and g is continuous, so g(x) = x g(1) for all real x. This means

F(x) = (F(1) − F(0)) x + F(0),

which is affine.

## Other effective forces, potentials and trajectories

One might allow the mean force to be some other function G of the centroid, different from F. This gains nothing. Put all beads at one point x: the centroid is x, the springs are relaxed, and the mean force is F(x). So G(x) = F(x) for every x, and the previous argument applies.

If F = −V′ for a potential V, an affine force a x + b makes the derivative of V(x) + a x²/2 + b x vanish. That expression is constant, and

V(x) = −(a/2) x² − b x + V(0).

Conversely, a polynomial of degree at most two has an affine derivative. Closure therefore selects the potentials that are at most quadratic.

For such a force, let v_j be the bead velocities and let every bead have the particle's mass m, with dq_j/dt = v_j and d(m v_j)/dt = f_j. Averaging over the beads gives, with v_c the mean velocity,

dq_c/dt = v_c,  d(m v_c)/dt = a q_c + b.

In a ring-polymer simulation of one particle on a line in an at most quadratic potential, with these equal bead masses and without a thermostat, the centroid thus follows a classical trajectory whatever the spring constant. With any other continuous force, the instantaneous centroid force also depends on how the beads are spread.

## Beads, centroid and closure in Lean

```lean
import Mathlib

open Finset

namespace CentroidForceClosure

noncomputable section
```

A configuration is a function `q : Fin P → ℝ`, whose indices run from 0 to P − 1.

```lean
/-- The centroid (arithmetic mean) of a bead quantity, for a ring of `P ≥ 1` beads. -/
def centroid {P : ℕ} (q : Fin P → ℝ) : ℝ := (∑ j, q j) / (P : ℝ)
```

The name `centroid` is used more widely than in physics. Applied to positions it gives q_c, but the same function also averages forces and velocities over the beads.

```lean
/-- The force on bead `j` of a ring polymer: the physical force `F` plus harmonic springs of
constant `κ` to the two cyclic neighbours. -/
def beadForce {P : ℕ} (κ : ℝ) (F : ℝ → ℝ) (q : Fin P → ℝ) (j : Fin P) : ℝ :=
  F (q j) - κ * (2 * q j - q (finRotate P j) - q ((finRotate P).symm j))
```

Here `finRotate P` moves each index one step around the ring and its inverse moves it one step back, so the two terms are q_{j+1} and q_{j−1}. For P = 2 both neighbours are the same bead, which is then attached by two springs.

```lean
/-- Centroid closure: in every configuration of `P` beads the bead average of the force equals
the force at the centroid. -/
def CentroidClosed (P : ℕ) (F : ℝ → ℝ) : Prop :=
  ∀ q : Fin P → ℝ, centroid (fun j => F (q j)) = F (centroid q)
```

`CentroidClosed P F` is the closure property for a fixed number of beads. It is required configuration by configuration. This differs from centroid molecular dynamics, where the force is first averaged over a thermal distribution at fixed centroid and is a function of the centroid by construction.

## The two averages

```lean
/-- The spring forces cancel in the bead average, which leaves the mean physical force. -/
theorem centroid_beadForce {P : ℕ} (κ : ℝ) (F : ℝ → ℝ) (q : Fin P → ℝ) :
    centroid (beadForce κ F q) = centroid (fun j => F (q j)) := by
  -- relabelling the beads around the ring does not change a sum
  have h1 : ∑ j, q (finRotate P j) = ∑ j, q j := Equiv.sum_comp (finRotate P) q
  have h2 : ∑ j, q ((finRotate P).symm j) = ∑ j, q j := Equiv.sum_comp (finRotate P).symm q
  simp only [centroid, beadForce, Finset.sum_sub_distrib, ← Finset.mul_sum, h1, h2]
  ring
```

The facts `h1` and `h2` are the index shifts of the hand calculation: summing over all beads after a relabelling gives the same sum. The rest is the cancellation 2 − 1 − 1 = 0. No condition on `F` or `κ` is needed.

```lean
/-- For at least one bead, the average of an affine function over the beads is its value at the
centroid. -/
theorem centroid_affine {P : ℕ} (hP : 0 < P) (a b : ℝ) (q : Fin P → ℝ) :
    centroid (fun j => a * q j + b) = a * centroid q + b := by
  have hne : (P : ℝ) ≠ 0 := Nat.cast_ne_zero.mpr hP.ne'
  simp only [centroid, Finset.sum_add_distrib, ← Finset.mul_sum, Finset.sum_const,
    Finset.card_univ, Fintype.card_fin, nsmul_eq_mul]
  rw [add_div, mul_div_assoc, mul_div_cancel_left₀ _ hne]
```

This is the easy direction of the claim. The sum of the constant b over the beads is P b, and division by P returns b. The condition `0 < P` matters because Lean sets 0/0 = 0, so for an empty ring the equation would read 0 = b.

## Two displaced beads and the midpoint equation

```lean
/-- With at least two beads, closure makes the force at a midpoint the mean of the forces at the
two end points. -/
theorem midpoint_of_closed {P : ℕ} (hP : 2 ≤ P) {F : ℝ → ℝ} (hF : CentroidClosed P F)
    (x y : ℝ) : F x + F y = 2 * F ((x + y) / 2) := by
  obtain ⟨n, rfl⟩ : ∃ n, P = n + 2 := ⟨P - 2, by omega⟩
  -- two beads at x and y, all others at the midpoint
  obtain ⟨q, hq⟩ : ∃ q : Fin (n + 2) → ℝ,
    q = Matrix.vecCons x (Matrix.vecCons y (fun _ => (x + y) / 2)) := ⟨_, rfl⟩
  have key : ∀ g : ℝ → ℝ, ∑ j, g (q j) = g x + g y + n * g ((x + y) / 2) := by
    intro g
    rw [Fin.sum_univ_succ, Fin.sum_univ_succ]
    simp only [hq, Matrix.cons_val_zero, Matrix.cons_val_succ, Finset.sum_const,
      Finset.card_univ, Fintype.card_fin, nsmul_eq_mul]
    ring
  have hne : ((n + 2 : ℕ) : ℝ) ≠ 0 := Nat.cast_ne_zero.mpr (by omega)
  have k1 : ∑ j, q j = x + y + n * ((x + y) / 2) := key (fun t => t)
  have hc : (∑ j, q j) / ((n + 2 : ℕ) : ℝ) = (x + y) / 2 := by
    rw [div_eq_iff hne, k1]
    push_cast
    ring
  have h := hF q
  simp only [centroid] at h
  rw [hc, key F, div_eq_iff hne] at h
  push_cast at h
  linear_combination h
```

The proof writes P as n + 2 and builds the configuration with `Matrix.vecCons`, which puts x and y in front of n beads at the midpoint. The statement `key` evaluates the sum of any function g over these beads. It is used twice: with the identity to locate the centroid, recorded in `hc`, and with `F` to evaluate the mean force. Inserting both into closure and clearing the denominator leaves the midpoint equation.

```lean
/-- A continuous force whose value at every midpoint is the mean of its end-point values is
affine. -/
theorem affine_of_midpoint {F : ℝ → ℝ} (hF : Continuous F)
    (h : ∀ x y, F x + F y = 2 * F ((x + y) / 2)) : ∃ a b, ∀ x, F x = a * x + b := by
  -- the force measured from its value at the origin is additive
  have hadd : ∀ x y, F (x + y) - F 0 = (F x - F 0) + (F y - F 0) := by
    intro x y
    have h1 := h x y
    have h2 := h (x + y) 0
    rw [add_zero] at h2
    linear_combination h2 - h1
  let G : ℝ →+ ℝ := AddMonoidHom.mk' (fun x => F x - F 0) hadd
  have hG : Continuous G := by
    change Continuous (fun x => F x - F 0)
    exact hF.sub continuous_const
  refine ⟨F 1 - F 0, F 0, fun x => ?_⟩
  -- continuity turns additivity into linearity
  have e : F (x • (1 : ℝ)) - F 0 = x • (F 1 - F 0) := map_real_smul G hG x 1
  simp only [smul_eq_mul, mul_one] at e
  linear_combination e
```

The fact `hadd` compares the pairs (x, y) and (x + y, 0), exactly as above. The function g of the derivation is called `G` in this proof, where it is packaged as an additive map; it is unrelated to the effective force G. The passage from whole numbers through rationals to reals is supplied by Mathlib's `map_real_smul`, which says that a continuous additive map respects multiplication by real numbers. Applied to x times 1, it yields the slope `F 1 - F 0` and the intercept `F 0`.

## The equivalence and its stronger form

```lean
/-- **Centroid force closure.** For at least two beads and a continuous force, the bead average
of the force equals the force at the centroid in every configuration iff the force is affine. -/
theorem centroidClosed_iff_affine {P : ℕ} (hP : 2 ≤ P) {F : ℝ → ℝ} (hF : Continuous F) :
    CentroidClosed P F ↔ ∃ a b, ∀ x, F x = a * x + b := by
  constructor
  · intro h
    exact affine_of_midpoint hF (midpoint_of_closed hP h)
  · rintro ⟨a, b, h⟩ q
    simp only [h]
    exact centroid_affine (by omega) a b q
```

Read in words: for a ring of at least two beads and a force continuous on all of ℝ, closure holds precisely when there are constants `a` and `b` with F(x) = a x + b everywhere. The proof joins the preceding lemmas. With a single bead, every force satisfies closure trivially, so the bound `2 ≤ P` is needed for the direction from closure to an affine force. Continuity stands for a force without jumps, and since `F` is defined and continuous on the whole line, hard walls and Coulomb singularities lie beyond the theorem.

```lean
/-- For at least two beads and a continuous force, the mean ring-polymer force is some function
`G` of the centroid alone iff the physical force is affine. -/
theorem effective_force_iff_affine {P : ℕ} (hP : 2 ≤ P) (κ : ℝ) {F : ℝ → ℝ}
    (hF : Continuous F) :
    (∃ G : ℝ → ℝ, ∀ q : Fin P → ℝ, centroid (beadForce κ F q) = G (centroid q)) ↔
      ∃ a b, ∀ x, F x = a * x + b := by
  rw [← centroidClosed_iff_affine hP hF]
  constructor
  · rintro ⟨G, h⟩ q
    have hc : ∀ x : ℝ, centroid (fun _ : Fin P => x) = x := by
      intro x
      simpa using centroid_affine (P := P) (by omega) 0 x (fun _ => 0)
    -- collapsed rings identify G with F
    have hG : ∀ x, F x = G x := by
      intro x
      have e : centroid (fun _ : Fin P => F x) = G (centroid (fun _ : Fin P => x)) :=
        (centroid_beadForce κ F (fun _ => x)).symm.trans (h fun _ => x)
      rw [hc, hc] at e
      exact e
    rw [← centroid_beadForce κ F q, h q, hG]
  · intro h
    exact ⟨F, fun q => (centroid_beadForce κ F q).trans (h q)⟩
```

The left side now contains the complete ring-polymer force, springs included, and asks only that some function `G` of the centroid reproduce its mean. No continuity of `G` is assumed. In the forward direction `hc` says that a collapsed ring has its centroid at the common position, and `hG` deduces F(x) = G(x) from it. In the reverse direction, `G` is chosen to be `F` itself.

## Potentials of degree at most two

```lean
/-- The slope of a quadratic potential `a x² + b x + c` is `2 a x + b`. -/
theorem hasDerivAt_quadratic (a b c x : ℝ) :
    HasDerivAt (fun y => a * y ^ 2 + b * y + c) (2 * a * x + b) x := by
  refine HasDerivAt.congr_deriv
    ((((hasDerivAt_pow 2 x).const_mul a).fun_add
      ((hasDerivAt_id' x).const_mul b)).add_const c) ?_
  simp
  ring
```

This lemma provides the derivative of a quadratic polynomial for use in both directions of the next theorem.

```lean
/-- For at least two beads and a continuous force `F = -V'`, centroid closure holds iff the
potential `V` is a polynomial of degree at most two. -/
theorem centroidClosed_iff_quadratic {P : ℕ} (hP : 2 ≤ P) {F V : ℝ → ℝ} (hF : Continuous F)
    (hV : ∀ x, HasDerivAt V (-F x) x) :
    CentroidClosed P F ↔ ∃ a b c, ∀ x, V x = a * x ^ 2 + b * x + c := by
  rw [centroidClosed_iff_affine hP hF]
  constructor
  · rintro ⟨a, b, h⟩
    -- V plus the integrated force has zero slope, so it is constant
    have hW : ∀ x, HasDerivAt (fun y => V y + (a / 2 * y ^ 2 + b * y + 0)) 0 x := fun x =>
      ((hV x).fun_add (hasDerivAt_quadratic (a / 2) b 0 x)).congr_deriv (by rw [h x]; ring)
    refine ⟨-(a / 2), -b, V 0, fun x => ?_⟩
    have e : V x + (a / 2 * x ^ 2 + b * x + 0) = V 0 + (a / 2 * 0 ^ 2 + b * 0 + 0) :=
      is_const_of_deriv_eq_zero (fun y => (hW y).differentiableAt) (fun y => (hW y).deriv) x 0
    linear_combination e
  · rintro ⟨a, b, c, h⟩
    refine ⟨-2 * a, -b, fun x => ?_⟩
    have hx := hV x
    rw [show V = fun y => a * y ^ 2 + b * y + c from funext h] at hx
    have e := hx.unique (hasDerivAt_quadratic a b c x)
    linear_combination -e
```

The hypothesis `hV` states that V has derivative −F(x) at every x, which is the usual relation between potential and force. The letters `a`, `b` and `c` on the right are coefficients of the potential, not of the force.

From closure to the potential, `hW` shows that V(x) + a x²/2 + b x has zero derivative, where `a` and `b` are now the force coefficients. A function on the line with zero derivative everywhere is constant, and comparing its values at x and 0 gives V. From the potential to closure, V has two expressions for its derivative, −F(x) and 2a x + b. A derivative is unique, so F(x) = −2a x − b. The coefficient `a` may vanish, so linear and constant potentials are included.

## Newton's equation for the centroid

```lean
/-- If the beads of a ring polymer (at least one bead) obey Newton's equations with the affine
force `a x + b`, the centroid obeys Newton's equation with the same force and no springs. -/
theorem centroid_newton {P : ℕ} (hP : 0 < P) (m κ a b : ℝ) (q v : ℝ → Fin P → ℝ)
    (hq : ∀ t j, HasDerivAt (fun s => q s j) (v t j) t)
    (hv : ∀ t j, HasDerivAt (fun s => m * v s j)
      (beadForce κ (fun x => a * x + b) (q t) j) t) (t : ℝ) :
    HasDerivAt (fun s => centroid (q s)) (centroid (v t)) t ∧
      HasDerivAt (fun s => m * centroid (v s)) (a * centroid (q t) + b) t := by
  -- averaging over beads commutes with the time derivative
  have avg : ∀ (f : ℝ → Fin P → ℝ) (f' : Fin P → ℝ),
      (∀ j, HasDerivAt (fun s => f s j) (f' j) t) →
      HasDerivAt (fun s => centroid (f s)) (centroid f') t := by
    intro f f' h
    unfold centroid
    exact (HasDerivAt.fun_sum fun j _ => h j).div_const _
  refine ⟨avg q (v t) (hq t), ?_⟩
  have e : (fun s => m * centroid (v s)) = fun s => centroid (fun j => m * v s j) := by
    funext s
    simp only [centroid]
    rw [← Finset.mul_sum, mul_div_assoc]
  rw [e]
  exact (avg (fun s j => m * v s j) _ (hv t)).congr_deriv
    ((centroid_beadForce κ (fun x => a * x + b) (q t)).trans (centroid_affine hP a b (q t)))

end

end CentroidForceClosure
```

The functions `q` and `v` take a time and return the positions and velocities of all beads. Hypothesis `hq` says that v_j is the time derivative of q_j, and `hv` says that the momentum m v_j changes at the rate given by the bead force. The trajectory is assumed to be given; its existence is not part of the statement. The constants `m` and `κ` are arbitrary reals, which includes the physical positive values.

The conclusion has two parts: the centroid position has the mean velocity as its derivative, and m times the mean velocity has derivative a q_c + b. The auxiliary statement `avg` says that the derivative of a bead average is the average of the derivatives. It gives the first part directly. For the second, the mass is moved inside the average, after which `centroid_beadForce` removes the springs and `centroid_affine` evaluates the remaining mean force.

These are statements about the classical motion of a finite ring. The step from that motion to the real-time dynamics of the quantum particle requires a separate argument, which the hypotheses do not contain.

```lean
#print axioms CentroidForceClosure.centroidClosed_iff_affine
-- 'CentroidForceClosure.centroidClosed_iff_affine' depends on axioms: [propext, Classical.choice, Quot.sound]
#print axioms CentroidForceClosure.effective_force_iff_affine
-- 'CentroidForceClosure.effective_force_iff_affine' depends on axioms: [propext, Classical.choice, Quot.sound]
#print axioms CentroidForceClosure.centroidClosed_iff_quadratic
-- 'CentroidForceClosure.centroidClosed_iff_quadratic' depends on axioms: [propext, Classical.choice, Quot.sound]
#print axioms CentroidForceClosure.centroid_newton
-- 'CentroidForceClosure.centroid_newton' depends on axioms: [propext, Classical.choice, Quot.sound]
```
